# A periodic Kramers-paired frame and a continuous phase of the gauge determinant make the two-band Fu–Kane invariant even

Momentum here is a point of the plane $\mathbb R^2$, not of the Brillouin torus, and periodicity is a condition placed on functions. A determinant can then be periodic while its real phase $\theta$ grows by $2\pi$ across the zone.

## Frames, time reversal and the Fu–Kane product

```lean
import Mathlib

open Matrix
open Complex (I)
open scoped Real

namespace KramersWannier

noncomputable section
```

The matrix $J$ fixes the sign convention for a Kramers pair.

```lean
/-- The standard antisymmetric matrix of a Kramers pair. -/
def kramersJ : Matrix (Fin 2) (Fin 2) ℂ := !![0, 1; -1, 0]
```

Each momentum component has period $2\pi$.

```lean
/-- Periodicity over the Brillouin zone, with period `2π` in each momentum component. -/
def LatticePeriodic {α : Type*} (f : ℝ × ℝ → α) : Prop :=
  (∀ k, f (k + (2 * π, 0)) = f k) ∧ ∀ k, f (k + (0, 2 * π)) = f k
```

A frame $\Psi(k)$ is a matrix with two columns, the Bloch states, and finitely many rows, labelled by `n` (orbitals and spin). Time reversal is $v\mapsto T\bar v$ with $T$ independent of $k$. The sewing matrix $w_\Psi(k)=\Psi(-k)^\dagger\,T\,\overline{\Psi(k)}$ compares the reversed states with those at $-k$. In Lean, `ᴴ` is the adjoint and `.map star` is entrywise conjugation.

```lean
/-- The sewing matrix `w(k) = Ψ(-k)† T conj(Ψ(k))` of a two-band frame `Ψ`, for the
antilinear operation `v ↦ T conj(v)`. -/
def sewing {n : Type*} [Fintype n] (T : Matrix n n ℂ)
    (Ψ : ℝ × ℝ → Matrix n (Fin 2) ℂ) (k : ℝ × ℝ) : Matrix (Fin 2) (Fin 2) ℂ :=
  (Ψ (-k))ᴴ * T * (Ψ k).map star
```

In a Kramers frame $\Phi$, time reversal sends column 0 at $k$ to minus column 1 at $-k$, and column 1 to column 0. Applied twice it gives $-1$ on the pair, as for spin one-half. No Hamiltonian appears; the frame itself is the data.

```lean
/-- A periodic orthonormal frame whose two states at `k` are sent by time reversal to
the two states at `-k`, as prescribed by `kramersJ`. -/
structure IsKramersFrame {n : Type*} [Fintype n] (T : Matrix n n ℂ)
    (Φ : ℝ × ℝ → Matrix n (Fin 2) ℂ) : Prop where
  orthonormal : ∀ k, (Φ k)ᴴ * Φ k = 1
  paired : ∀ k, T * (Φ k).map star = Φ (-k) * kramersJ
  periodic : LatticePeriodic Φ
```

For a real function $\theta$, define $s_\theta(k)=e^{-i(\theta(k)+\theta(-k))/2}$, which is `branch`, and the half phase $h(k)=e^{i\theta(k)/2}$.

```lean
/-- The function `s(k) = exp(-i(θ(k) + θ(-k))/2)`. -/
def branch (θ : ℝ × ℝ → ℝ) (k : ℝ × ℝ) : ℂ :=
  Complex.exp (-((θ k : ℂ) + (θ (-k) : ℂ)) / 2 * I)

/-- The half phase `exp(iθ(k)/2)`. -/
def halfPhase (θ : ℝ × ℝ → ℝ) (k : ℝ × ℝ) : ℂ := Complex.exp ((θ k : ℂ) / 2 * I)
```

The Fu–Kane product $F(w,s)$ multiplies $w_{01}/s$ over the four time-reversal-invariant momenta. Indices start at 0, so $w_{01}$ is the entry called w₁₂ in the Lean comments. For a continuous periodic orthonormal frame of two bands that spin-one-half time reversal maps into themselves, and a continuous $s$ with $s^2=\det w$, the values $+1$ and $-1$ stand for an even and an odd $\mathbb Z_2$ invariant.

```lean
/-- The Fu-Kane product of `w₁₂/s` over the four time-reversal-invariant momenta,
for `s` nonzero at these momenta. -/
def fuKane (w : ℝ × ℝ → Matrix (Fin 2) (Fin 2) ℂ) (s : ℝ × ℝ → ℂ) : ℂ :=
  (w (0, 0) 0 1 / s (0, 0)) * (w (π, 0) 0 1 / s (π, 0)) *
    (w (0, π) 0 1 / s (0, π)) * (w (π, π) 0 1 / s (π, π))
```

## Phases and gauge changes

**(a)** For real $x$, show that $\overline{e^{ix}}=e^{-ix}$.

Conjugation passes into the exponent, and $\overline{ix}=-ix$.

```lean
lemma star_phase (x : ℝ) : star (Complex.exp (x * I)) = Complex.exp (-(x * I)) := by
  rw [Complex.star_def, ← Complex.exp_conj]
  simp
```

**(b)** Show that $h(k)^2=e^{i\theta(k)}$.

Squaring doubles the exponent $i\theta(k)/2$.

```lean
lemma halfPhase_sq (θ : ℝ × ℝ → ℝ) (k : ℝ × ℝ) :
    halfPhase θ k ^ 2 = Complex.exp (θ k * I) := by
  rw [halfPhase, ← Complex.exp_nat_mul]
  congr 1
  push_cast
  ring
```

**(c)** Let $\Phi$ be a Kramers frame and $\Psi(k)=\Phi(k)U(k)$ with $U(k)$ a $2\times2$ matrix. Show that
$$w_\Psi(k)=U(-k)^\dagger J\,\overline{U(k)}.$$

Insert $\Psi=\Phi U$, then use pairing and orthonormality:
$$U(-k)^\dagger\Phi(-k)^\dagger T\,\overline{\Phi(k)}\,\overline{U(k)}
=U(-k)^\dagger\Phi(-k)^\dagger\Phi(-k)J\,\overline{U(k)}
=U(-k)^\dagger J\,\overline{U(k)}.$$

The right-hand side is `sewing kramersJ U k`, written $w(k)$ below. The `calc` block regroups the factors, then applies `hΦ.paired` and `hΦ.orthonormal`.

```lean
/-- In a frame `Ψ = ΦU` built from a Kramers-paired frame `Φ`, the sewing matrix is
`U(-k)† J conj(U(k))`. -/
theorem sewing_change_frame {n : Type*} [Fintype n] {T : Matrix n n ℂ}
    {Φ Ψ : ℝ × ℝ → Matrix n (Fin 2) ℂ} {U : ℝ × ℝ → Matrix (Fin 2) (Fin 2) ℂ}
    (hΦ : IsKramersFrame T Φ) (hΨ : ∀ k, Ψ k = Φ k * U k) (k : ℝ × ℝ) :
    sewing T Ψ k = sewing kramersJ U k := by
  have hm : (Φ k * U k).map star = (Φ k).map star * (U k).map star := by
    ext i j
    simp only [Matrix.map_apply, Matrix.mul_apply, star_sum, star_mul']
  unfold sewing
  rw [hΨ (-k), hΨ k, hm, Matrix.conjTranspose_mul]
  calc _ = (U (-k))ᴴ * ((Φ (-k))ᴴ * (T * (Φ k).map star)) * (U k).map star := by
        simp only [Matrix.mul_assoc]
    _ = _ := by
        rw [hΦ.paired, ← Matrix.mul_assoc (Φ (-k))ᴴ, hΦ.orthonormal, Matrix.one_mul]
```

**(d)** Suppose $\det U(k)=e^{i\theta(k)}$ for all $k$. Show that $s_\theta(k)^2=\det w(k)$.

Since $\det J=1$,
$$\det w(k)=\overline{\det U(-k)}\;\overline{\det U(k)}=e^{-i\theta(-k)}e^{-i\theta(k)}=s_\theta(k)^2.$$

The proof takes the same determinants factor by factor, using (a) for the conjugate phases.

```lean
/-- The function `s` built from the phase of `det U` is a square root of `det w`. -/
theorem branch_sq {U : ℝ × ℝ → Matrix (Fin 2) (Fin 2) ℂ} {θ : ℝ × ℝ → ℝ}
    (hdet : ∀ k, (U k).det = Complex.exp (θ k * I)) (k : ℝ × ℝ) :
    branch θ k ^ 2 = (sewing kramersJ U k).det := by
  have hs : ((U k).map star).det = star (U k).det := by
    rw [Matrix.det_fin_two, Matrix.det_fin_two]
    simp only [Matrix.map_apply, star_sub, star_mul']
  have hJ : kramersJ.det = 1 := by simp [kramersJ, Matrix.det_fin_two]
  rw [sewing, Matrix.det_mul, Matrix.det_mul, Matrix.det_conjTranspose, hs, hJ, hdet,
    hdet, star_phase, star_phase, mul_one, ← Complex.exp_add, branch,
    ← Complex.exp_nat_mul]
  congr 1
  push_cast
  ring
```

**(e)** At a momentum where $U(-k)=U(k)$, show that $w_{01}(k)=\overline{\det U(k)}$.

Now $w=U^\dagger J\,\overline U$, and the two nonzero entries of $J$ give
$$w_{01}=\overline{U_{00}}\,\overline{U_{11}}-\overline{U_{10}}\,\overline{U_{01}}=\overline{\det U}.$$

```lean
/-- Where `U(-k) = U(k)`, the off-diagonal element `w₁₂` is the conjugate of `det U`. -/
theorem sewing_invariant {U : ℝ × ℝ → Matrix (Fin 2) (Fin 2) ℂ} {k : ℝ × ℝ}
    (h : U (-k) = U k) : sewing kramersJ U k 0 1 = star (U k).det := by
  rw [sewing, h, Matrix.det_fin_two]
  simp [kramersJ, Matrix.mul_apply, Fin.sum_univ_two]
  ring
```

## Signs from reciprocal-lattice translations

**(f)** Let $\theta$ be continuous and let $e^{i\theta(k+G)}=e^{i\theta(k)}$ for all $k$. Show that there is one number $\varepsilon$ with $\varepsilon^2=1$ and $h(k+G)=\varepsilon h(k)$ for all $k$.

By (b), $h(k+G)$ and $h(k)$ have the same square. Since $h$ never vanishes, their ratio is a continuous function with values $\pm1$. The plane is connected, so the ratio is constant. The Mathlib lemma `eq_or_eq_neg_of_sq_eq` carries out this argument, and the two cases supply $\varepsilon=1$ and $\varepsilon=-1$.

```lean
/-- If `exp(iθ)` is periodic under a translation `G` and `θ` is continuous, then `G`
multiplies the half phase by a sign independent of `k`. -/
theorem halfPhase_translate {θ : ℝ × ℝ → ℝ} (hθ : Continuous θ) (G : ℝ × ℝ)
    (h : ∀ k, Complex.exp (θ (k + G) * I) = Complex.exp (θ k * I)) :
    ∃ ε : ℂ, ε ^ 2 = 1 ∧ ∀ k, halfPhase θ (k + G) = ε * halfPhase θ k := by
  have hc : Continuous (halfPhase θ) := Complex.continuous_exp.comp
    (((Complex.continuous_ofReal.comp hθ).div_const 2).mul continuous_const)
  -- on a connected space, two continuous square roots of a nowhere-vanishing function
  -- agree up to one global sign
  rcases isPreconnected_univ.eq_or_eq_neg_of_sq_eq
    (f := fun k => halfPhase θ (k + G)) (g := halfPhase θ)
    (hc.comp (continuous_id.add continuous_const)).continuousOn hc.continuousOn
    (fun k _ => by
      show halfPhase θ (k + G) ^ 2 = halfPhase θ k ^ 2
      rw [halfPhase_sq, halfPhase_sq, h])
    (fun _ => Complex.exp_ne_zero _) with e | e
  · exact ⟨1, by norm_num, fun k => by simpa using e (Set.mem_univ k)⟩
  · exact ⟨-1, by norm_num, fun k => by simpa using e (Set.mem_univ k)⟩
```

**(g)** Let $\det U=e^{i\theta}$, let $U$ be periodic under $G$, and let $\varepsilon$ satisfy the two relations in (f). If $-k+G=k$, show that $w_{01}(k)/s_\theta(k)=\varepsilon$.

Periodicity gives $U(k)=U(-k)$, so (e) yields $w_{01}(k)=e^{-i\theta(k)}=h(k)^{-2}$. Also $s_\theta(k)=1/(h(k)h(-k))$. Hence
$$\frac{w_{01}(k)}{s_\theta(k)}=\frac{h(-k)}{h(k)}=\frac1\varepsilon=\varepsilon,$$
because $h(k)=h(-k+G)=\varepsilon h(-k)$.

In the code, `h1` and `h2` are the two half-phase identities with denominators cleared, and `h3` is the translation rule. `linear_combination` combines them.

```lean
/-- Let `U` be periodic under `G` with `det U = exp(iθ)`, and let `s = branch θ`. At a momentum with
`-k + G = k`, the ratio `w₁₂/s` is the sign by which the translation `G` multiplies the half phase.
-/
theorem invariant_sign {U : ℝ × ℝ → Matrix (Fin 2) (Fin 2) ℂ} {θ : ℝ × ℝ → ℝ}
    {G k : ℝ × ℝ} {ε : ℂ} (hdet : ∀ k, (U k).det = Complex.exp (θ k * I))
    (hU : ∀ k, U (k + G) = U k) (hε : ε ^ 2 = 1)
    (hh : ∀ k, halfPhase θ (k + G) = ε * halfPhase θ k) (hk : -k + G = k) :
    sewing kramersJ U k 0 1 / branch θ k = ε := by
  have hUk := hU (-k)
  have h3 := hh (-k)
  rw [hk] at hUk h3
  have h1 : Complex.exp (-(θ k * I)) * halfPhase θ k ^ 2 = 1 := by
    rw [halfPhase_sq, ← Complex.exp_add, neg_add_cancel, Complex.exp_zero]
  have h2 : branch θ k * halfPhase θ k * halfPhase θ (-k) = 1 := by
    unfold branch halfPhase
    rw [← Complex.exp_add, ← Complex.exp_add]
    convert Complex.exp_zero using 2
    ring
  have h0 : halfPhase θ k ≠ 0 := Complex.exp_ne_zero _
  have hb : branch θ k ≠ 0 := Complex.exp_ne_zero _
  rw [sewing_invariant hUk.symm, hdet, star_phase, div_eq_iff hb]
  apply mul_right_cancel₀ (pow_ne_zero 2 h0)
  linear_combination h1 - ε * branch θ k * halfPhase θ k * h3
    - branch θ k * halfPhase θ k * halfPhase θ (-k) * hε - h2
```

**(h)** Let $U$ be periodic with $\det U=e^{i\theta}$ and $\theta$ continuous. Show that $F(w,s_\theta)=1$.

Let $a$ and $b$ be the signs from (f) for $(2\pi,0)$ and $(0,2\pi)$. Translating by both multiplies $h$ by $ab$. Part (g) then gives these ratios:

| $k$ | $G$ | $w_{01}/s_\theta$ |
|---|---|---|
| $(0,0)$ | $(0,0)$ | $1$ |
| $(\pi,0)$ | $(2\pi,0)$ | $a$ |
| $(0,\pi)$ | $(0,2\pi)$ | $b$ |
| $(\pi,\pi)$ | $(2\pi,2\pi)$ | $ab$ |

Their product is $a^2b^2=1$. The rows are `e0` to `e3`. The matrix $U$ need not be unitary: besides periodicity, only the condition on its determinant is used.

```lean
/-- For periodic `U` with `det U = exp(iθ)`, `θ` continuous, the product of `w₁₂/s` over the four
invariant momenta is 1, where `w(k) = U(-k)† J conj(U(k))` and `s = branch θ`. -/
theorem fuKane_branch {U : ℝ × ℝ → Matrix (Fin 2) (Fin 2) ℂ} {θ : ℝ × ℝ → ℝ}
    (hU : LatticePeriodic U) (hθ : Continuous θ)
    (hdet : ∀ k, (U k).det = Complex.exp (θ k * I)) :
    fuKane (sewing kramersJ U) (branch θ) = 1 := by
  obtain ⟨a, ha, ha'⟩ := halfPhase_translate hθ (2 * π, 0)
    (fun k => by rw [← hdet, ← hdet, hU.1])
  obtain ⟨b, hb, hb'⟩ := halfPhase_translate hθ (0, 2 * π)
    (fun k => by rw [← hdet, ← hdet, hU.2])
  have e0 := invariant_sign (G := 0) (k := (0, 0)) (ε := 1) hdet
    (fun k => by rw [add_zero]) (by norm_num) (fun k => by rw [add_zero, one_mul])
    (by simp)
  have e1 := invariant_sign (k := (π, 0)) hdet hU.1 ha ha'
    (Prod.ext (by show -π + 2 * π = π; ring) (by show -(0 : ℝ) + 0 = 0; ring))
  have e2 := invariant_sign (k := (0, π)) hdet hU.2 hb hb'
    (Prod.ext (by show -(0 : ℝ) + 0 = 0; ring) (by show -π + 2 * π = π; ring))
  -- the corner momentum collects both signs
  have e3 := invariant_sign (G := (2 * π, 0) + (0, 2 * π)) (k := (π, π)) (ε := a * b) hdet
    (fun k => by rw [← add_assoc, hU.2, hU.1])
    (by rw [mul_pow, ha, hb, one_mul])
    (fun k => by rw [← add_assoc, hb', ha']; ring)
    (Prod.ext (by show -π + (2 * π + 0) = π; ring) (by show -π + (0 + 2 * π) = π; ring))
  rw [fuKane, e0, e1, e2, e3]
  linear_combination b ^ 2 * ha + hb
```

**(i)** Let $\Phi$ be a Kramers frame and $\Psi=\Phi U$ a periodic frame, with $\det U=e^{i\theta}$ and $\theta$ continuous. For every continuous $s$ with $s^2=\det w_\Psi$, show that $F(w_\Psi,s)=1$.

Orthonormality gives $U=\Phi^\dagger\Psi$, so $U$ is periodic. By (c), $w_\Psi=w$, and by (d), $s^2=s_\theta^2$. Both roots are continuous and $s_\theta$ never vanishes, so $s=\pm s_\theta$ with one global sign. It enters $F$ four times and cancels, which leaves (h). The proof follows this order, with the connectedness lemma from (f) supplying the sign.

```lean
/-- If two bands have a Kramers-paired periodic frame `Φ`, then in every periodic frame
`Ψ = ΦU` with `det U = exp(iθ)`, `θ` continuous, the Fu-Kane product is 1 for every
continuous square root `s` of `det w`. -/
theorem fuKane_eq_one_of_kramersFrame {n : Type*} [Fintype n] {T : Matrix n n ℂ}
    {Φ Ψ : ℝ × ℝ → Matrix n (Fin 2) ℂ} {U : ℝ × ℝ → Matrix (Fin 2) (Fin 2) ℂ}
    {θ : ℝ × ℝ → ℝ} {s : ℝ × ℝ → ℂ}
    (hΦ : IsKramersFrame T Φ) (hper : LatticePeriodic Ψ) (hΨ : ∀ k, Ψ k = Φ k * U k)
    (hθ : Continuous θ) (hdet : ∀ k, (U k).det = Complex.exp (θ k * I))
    (hs : Continuous s) (hsq : ∀ k, s k ^ 2 = (sewing T Ψ k).det) :
    fuKane (sewing T Ψ) s = 1 := by
  have hUe : ∀ k, U k = (Φ k)ᴴ * Ψ k := fun k => by
    rw [hΨ, ← Matrix.mul_assoc, hΦ.orthonormal, Matrix.one_mul]
  have hU : LatticePeriodic U :=
    ⟨fun k => by rw [hUe (k + _), hUe k, hΦ.periodic.1, hper.1],
     fun k => by rw [hUe (k + _), hUe k, hΦ.periodic.2, hper.2]⟩
  have hw : sewing T Ψ = sewing kramersJ U := funext (sewing_change_frame hΦ hΨ)
  have hc : Continuous (branch θ) := Complex.continuous_exp.comp
    ((((Complex.continuous_ofReal.comp hθ).add
      (Complex.continuous_ofReal.comp (hθ.comp continuous_neg))).neg.div_const 2).mul
      continuous_const)
  rw [hw, ← fuKane_branch hU hθ hdet]
  -- a global sign of `s` drops out of the fourfold product
  rcases isPreconnected_univ.eq_or_eq_neg_of_sq_eq (f := s) (g := branch θ)
    hs.continuousOn hc.continuousOn
    (fun k _ => by
      show s k ^ 2 = branch θ k ^ 2
      rw [hsq, hw, branch_sq hdet])
    (fun _ => Complex.exp_ne_zero _) with e | e
  · have he : ∀ k, s k = branch θ k := fun k => e (Set.mem_univ k)
    simp only [fuKane, he]
  · have he : ∀ k, s k = -branch θ k := fun k => e (Set.mem_univ k)
    simp only [fuKane, he, div_neg]
    ring
```

The theorem assumes the continuous phase $\theta$ and asks for no continuity of $\Phi$ itself. When both frames are continuous and orthonormal and span the same bands, $\det U$ is continuous with modulus one, and a standard lifting argument on the plane supplies $\theta$. For two bands of non-interacting electrons in two dimensions, a product of $-1$ in a continuous, periodic and orthonormal frame $\Psi$ therefore obstructs a continuous and periodic Kramers-paired Bloch frame from which to build Wannier functions in time-reversed pairs. The converse, building a paired frame when the product is 1, is a separate problem.

## An explicit frame and a winding gauge

Take $T=J$, $\Phi(k)=e^{ik_1}\mathbf 1$ and $V(k)=\mathrm{diag}(e^{ik_1},1)$.

```lean
/-- The frame `exp(ik₁)` times the identity. -/
def pairedFrame (k : ℝ × ℝ) : Matrix (Fin 2) (Fin 2) ℂ := Complex.exp (k.1 * I) • 1

/-- The gauge change that multiplies the first state by `exp(ik₁)`. -/
def windingGauge (k : ℝ × ℝ) : Matrix (Fin 2) (Fin 2) ℂ :=
  !![Complex.exp (k.1 * I), 0; 0, 1]
```

**(j)** For real $x$, show that $e^{i(x+2\pi)}=e^{ix}$.

The extra factor is $e^{2\pi i}=1$.

```lean
lemma phase_periodic (x : ℝ) :
    Complex.exp (((x + 2 * π : ℝ) : ℂ) * I) = Complex.exp (x * I) := by
  push_cast
  rw [add_mul, Complex.exp_add, Complex.exp_two_pi_mul_I, mul_one]
```

**(k)** Show that $\det V(k)=e^{ik_1}$.

Multiply the diagonal entries.

```lean
lemma windingGauge_det (k : ℝ × ℝ) :
    (windingGauge k).det = Complex.exp (k.1 * I) := by
  simp [windingGauge, Matrix.det_fin_two]
```

**(l)** Show that $\Phi$ is a Kramers frame for $T=J$ and that $\Phi V$ is periodic, with $\det V$ as in (k).

The phase has modulus one, so $\Phi^\dagger\Phi=\mathbf 1$. Since $\overline{\Phi(k)}=e^{-ik_1}\mathbf 1=\Phi(-k)$ is a multiple of the identity, $J\,\overline{\Phi(k)}=\Phi(-k)J$. Periodicity is (j). Thus $\theta(k)=k_1$ is a continuous phase for $\det V$ that is not itself periodic.

```lean
/-- `pairedFrame` is a Kramers-paired frame, its product with `windingGauge` is periodic,
and `windingGauge` has determinant `exp(ik₁)`. -/
theorem kramersFrame_witness :
    IsKramersFrame kramersJ pairedFrame ∧
      LatticePeriodic (fun k => pairedFrame k * windingGauge k) ∧
      ∀ k, (windingGauge k).det = Complex.exp (k.1 * I) := by
  refine ⟨⟨fun k => ?_, fun k => ?_, ?_⟩, ?_, windingGauge_det⟩
  · rw [pairedFrame, Matrix.conjTranspose_smul, star_phase, Matrix.conjTranspose_one,
      Matrix.smul_mul, Matrix.one_mul, smul_smul, ← Complex.exp_add, neg_add_cancel,
      Complex.exp_zero, one_smul]
  · have hm : (pairedFrame k).map star
        = star (Complex.exp (k.1 * I)) • (1 : Matrix (Fin 2) (Fin 2) ℂ) := by
      ext i j
      fin_cases i <;> fin_cases j <;> simp [pairedFrame]
    rw [hm, star_phase, pairedFrame, Matrix.mul_smul, Matrix.mul_one, Matrix.smul_mul,
      Matrix.one_mul, Prod.fst_neg, Complex.ofReal_neg, neg_mul]
  · exact ⟨fun k => by simp only [pairedFrame, Prod.fst_add, phase_periodic],
      fun k => by simp only [pairedFrame, Prod.fst_add, add_zero]⟩
  · exact ⟨fun k => by simp only [pairedFrame, windingGauge, Prod.fst_add, phase_periodic],
      fun k => by simp only [pairedFrame, windingGauge, Prod.fst_add, add_zero]⟩
```

**(m)** With $U=V$ and $\theta(k)=k_1$, show that the two momenta on the line $k_2=0$ give
$$\frac{w_{01}(0,0)}{s_\theta(0,0)}\cdot\frac{w_{01}(\pi,0)}{s_\theta(\pi,0)}=-1.$$

Part (g) with $G=0$ gives 1 for the first ratio. For $G=(2\pi,0)$, $h(k+G)=e^{i(k_1+2\pi)/2}=-h(k)$, so the second ratio is $-1$. The line $k_2=\pi$ contributes another $-1$, in agreement with (h): a gauge change can flip the product on each line while the fourfold product stays at 1.

```lean
/-- For `windingGauge`, the product of `w₁₂/s` over the two invariant momenta with `k₂ = 0` is `-1`,
where `s` is `branch` for the phase `θ(k) = k₁`. -/
theorem two_point_product_windingGauge :
    (sewing kramersJ windingGauge (0, 0) 0 1 / branch (fun k => k.1) (0, 0)) *
      (sewing kramersJ windingGauge (π, 0) 0 1 / branch (fun k => k.1) (π, 0)) = -1 := by
  have e0 := invariant_sign (θ := fun k => k.1) (G := 0) (k := (0, 0)) (ε := 1)
    windingGauge_det (fun k => by rw [add_zero]) (by norm_num)
    (fun k => by rw [add_zero, one_mul]) (by simp)
  have e1 := invariant_sign (θ := fun k => k.1) (G := (2 * π, 0)) (k := (π, 0)) (ε := -1)
    windingGauge_det
    (fun k => by simp only [windingGauge, Prod.fst_add, phase_periodic]) (by norm_num)
    (fun k => by
      simp only [halfPhase, Prod.fst_add]
      rw [show ((k.1 + 2 * π : ℝ) : ℂ) / 2 * I = (k.1 : ℂ) / 2 * I + π * I by
        push_cast; ring, Complex.exp_add, Complex.exp_pi_mul_I]
      ring)
    (Prod.ext (by show -π + 2 * π = π; ring) (by show -(0 : ℝ) + 0 = 0; ring))
  rw [e0, e1, one_mul]

end

end KramersWannier
```

```lean
#print axioms KramersWannier.fuKane_eq_one_of_kramersFrame
-- 'KramersWannier.fuKane_eq_one_of_kramersFrame' depends on axioms: [propext, Classical.choice, Quot.sound]
#print axioms KramersWannier.two_point_product_windingGauge
-- 'KramersWannier.two_point_product_windingGauge' depends on axioms: [propext, Classical.choice, Quot.sound]
```
